# The product (a·σ)(b·σ)(c·σ) for complex vectors, and its half-turn case

Q: Suppose I write spin components in units of $\hbar/2$, so that they are combinations of the Pauli matrices $\sigma_x, \sigma_y, \sigma_z$, and treat the product of three of them as another spin component. I then go wrong at once: $\sigma_x\sigma_y\sigma_z = iI$ has trace $2i$, while every combination $a\cdot\sigma = a_x\sigma_x + a_y\sigma_y + a_z\sigma_z$ has trace zero. A scalar term has been lost, and its sign depends on the order of the factors. What is the correct product?

A: For complex 3-vectors $a, b, c$ it is

$$(a\cdot\sigma)(b\cdot\sigma)(c\cdot\sigma) = i\,a\cdot(b\times c)\,I + \big((b\cdot c)a - (a\cdot c)b + (a\cdot b)c\big)\cdot\sigma .$$

By hand, start from $\sigma_j\sigma_k = \delta_{jk}I + i\sum_l\epsilon_{jkl}\sigma_l$, where $\delta$ is the Kronecker delta and $\epsilon$ the antisymmetric symbol. Contracting with two vectors gives

$$(b\cdot\sigma)(c\cdot\sigma) = (b\cdot c)I + i(b\times c)\cdot\sigma .$$

Multiply by $a\cdot\sigma$ from the left and use the same rule for $a$ and $b\times c$:

$$(b\cdot c)\,a\cdot\sigma + i\,a\cdot(b\times c)\,I - \big(a\times(b\times c)\big)\cdot\sigma .$$

Since $a\times(b\times c) = (a\cdot c)b - (a\cdot b)c$, this is the formula.

Q: Which objects does Lean work with? I want to see my Pauli matrices, not an abstract algebra.

A: They are explicit $2\times2$ matrices, with the indices 0, 1, 2 standing for x, y, z. In the code `I` is the imaginary unit, while the identity matrix, $I$ in the formulas, is written `1`.

```lean
import Mathlib

open Matrix
open Complex (I)

namespace PauliTripleProduct

noncomputable section

/-- The three Pauli matrices, in the order x, y, z. -/
def pauli : Fin 3 → Matrix (Fin 2) (Fin 2) ℂ :=
  ![!![0, 1; 1, 0], !![0, -I; I, 0], !![1, 0; 0, -1]]
```

A vector has type `Fin 3 → ℂ`, that is, three complex numbers, and `pauliVec a` is $a\cdot\sigma$.

```lean
/-- The operator `a·σ`, the sum of the Pauli matrices weighted by the components of a
complex vector `a`. -/
def pauliVec (a : Fin 3 → ℂ) : Matrix (Fin 2) (Fin 2) ℂ :=
  ∑ i, a i • pauli i
```

The spin operator $a\cdot S$ is $\hbar/2$ times this matrix, so a product of three spin operators carries an extra factor $(\hbar/2)^3$.

Q: With complex vectors, is the first factor in the dot product conjugated?

A: No. The symbol `⬝ᵥ` is the bilinear sum $\sum_i a_i b_i$, and `⨯₃` is the usual cross product, also without conjugation. For real vectors the distinction disappears. The last definition is the map $a\mapsto 2(n\cdot a)n - a$.

```lean
/-- The map `a ↦ 2(n·a)n - a`, which for a real unit vector `n` is the rotation by 180 degrees
about the axis `n`. -/
def halfTurn (n a : Fin 3 → ℂ) : Fin 3 → ℂ :=
  (2 * (n ⬝ᵥ a)) • n - a
```

Q: The name `halfTurn` promises a rotation. Is it one?

A: For a real unit vector $n$, yes: the map sends $n$ to $n$ and reverses every vector perpendicular to $n$. For other $n$ the name is only a label. Take $n = (\sqrt2, i, 0)$, which satisfies $n\cdot n = 1$. It sends $(1,0,0)$ to $(3, 2\sqrt2\,i, 0)$, whose Hermitian length is $\sqrt{17}$.

Q: Before trusting an equation between operators, I would like to know that I can read off the vectors.

A: Write the operator out:

$$a\cdot\sigma = \begin{pmatrix} a_2 & a_0 - i a_1\\ a_0 + i a_1 & -a_2\end{pmatrix}.$$

```lean
/-- The operator `a·σ` written out as a two-by-two matrix. -/
theorem pauliVec_eq (a : Fin 3 → ℂ) :
    pauliVec a = !![a 2, a 0 - I * a 1; a 0 + I * a 1, -a 2] := by
  ext i j
  fin_cases i <;> fin_cases j <;>
    simp [pauliVec, pauli, Fin.sum_univ_three, Matrix.add_apply] <;> ring
```

The upper left entry is $a_2$. The off-diagonal entries add up to $2a_0$, and the lower one minus the upper one is $2i a_1$. Equal operators therefore have equal vectors. The Lean proof extracts the same three entries as `e2`, `h1` and `h2`, then forms the half-sum and the half-difference with `linear_combination`.

```lean
/-- The operator `a·σ` determines the complex vector `a`. -/
theorem pauliVec_injective : Function.Injective pauliVec := by
  intro a b h
  rw [pauliVec_eq, pauliVec_eq] at h
  have e2 : a 2 = b 2 := by simpa using congrFun (congrFun h 0) 0
  have h1 : a 0 - I * a 1 = b 0 - I * b 1 := by simpa using congrFun (congrFun h 0) 1
  have h2 : a 0 + I * a 1 = b 0 + I * b 1 := by simpa using congrFun (congrFun h 1) 0
  -- the off-diagonal entries separate the x and y components
  have e0 : a 0 = b 0 := by linear_combination (h1 + h2) / 2
  have e1 : a 1 = b 1 := by
    linear_combination (-I / 2) * (h2 - h1) + (a 1 - b 1) * Complex.I_sq
  ext i
  fin_cases i
  exacts [e0, e1, e2]
```

Q: Does the proof of the triple product follow your derivation with $\epsilon_{jkl}$?

A: It takes a more direct route and compares the four matrix entries. The upper left entry of the product, for instance, is

$$\big(a_2b_2 + (a_0 - ia_1)(b_0 + ib_1)\big)c_2 + \big(a_2(b_0 - ib_1) - (a_0 - ia_1)b_2\big)(c_0 + ic_1),$$

and it has to equal $i\,a\cdot(b\times c)$ plus component 2 of the vector part. In the code, `fin_cases` separates the entries, `simp` expands the products, and `ring` finishes after $i^2=-1$ and $i^3=-i$ have been inserted.

```lean
/-- The product `(a·σ)(b·σ)(c·σ)` is `i a·(b × c)` times the identity, plus `v·σ` for the vector
`v = (b·c)a - (a·c)b + (a·b)c`. -/
theorem triple_product (a b c : Fin 3 → ℂ) :
    pauliVec a * pauliVec b * pauliVec c =
      (I * (a ⬝ᵥ (b ⨯₃ c))) • (1 : Matrix (Fin 2) (Fin 2) ℂ) +
        pauliVec ((b ⬝ᵥ c) • a - (a ⬝ᵥ c) • b + (a ⬝ᵥ b) • c) := by
  have h3 : I ^ 3 = -I := by rw [pow_succ, Complex.I_sq]; ring
  simp only [pauliVec_eq]
  -- compare the four entries and reduce the powers of the imaginary unit
  ext i j
  fin_cases i <;> fin_cases j <;>
    simp [Matrix.mul_apply, Fin.sum_univ_two, Fin.sum_univ_three, cross_apply, dotProduct] <;>
    ring_nf <;> simp only [Complex.I_sq, h3] <;> ring
```

The statement has no hypotheses, so it holds for zero, parallel and complex vectors alike.

Q: The scalar's sign depends on the order of the factors. How much does a reversal change?

A: Exchange $a$ and $c$. The vector part stays the same, because the dot product is symmetric. The scalar part changes sign, because $c\cdot(b\times a) = -a\cdot(b\times c)$. Subtracting the two orderings leaves

$$(a\cdot\sigma)(b\cdot\sigma)(c\cdot\sigma) - (c\cdot\sigma)(b\cdot\sigma)(a\cdot\sigma) = 2i\,a\cdot(b\times c)\,I .$$

The facts `hs` and `hv` in the proof are these two symmetries.

```lean
/-- The product `(a·σ)(b·σ)(c·σ)` minus the reversed product `(c·σ)(b·σ)(a·σ)` is `2i a·(b × c)`
times the identity. -/
theorem triple_product_sub_reverse (a b c : Fin 3 → ℂ) :
    pauliVec a * pauliVec b * pauliVec c - pauliVec c * pauliVec b * pauliVec a =
      (2 * I * (a ⬝ᵥ (b ⨯₃ c))) • (1 : Matrix (Fin 2) (Fin 2) ℂ) := by
  -- the scalar part is odd under reversal, the vector part is even
  have hs : c ⬝ᵥ (b ⨯₃ a) = -(a ⬝ᵥ (b ⨯₃ c)) := by
    simp [cross_apply, dotProduct, Fin.sum_univ_three]
    ring
  have hv : (b ⬝ᵥ a) • c - (c ⬝ᵥ a) • b + (c ⬝ᵥ b) • a =
      (b ⬝ᵥ c) • a - (a ⬝ᵥ c) • b + (a ⬝ᵥ b) • c := by
    rw [dotProduct_comm b a, dotProduct_comm c a, dotProduct_comm c b]
    module
  rw [triple_product a b c, triple_product c b a, hs, hv]
  module
```

Q: Then when is my original assumption right, that three components multiply to another one?

A: Exactly when $a\cdot(b\times c) = 0$, which for real vectors means that they lie in a common plane. If the product equals $d\cdot\sigma$ for some vector $d$, take the trace of both sides. Every $v\cdot\sigma$ is traceless and $\operatorname{tr} I = 2$, so $2i\,a\cdot(b\times c) = 0$. Conversely, if the triple product vanishes, the formula itself supplies $d = (b\cdot c)a - (a\cdot c)b + (a\cdot b)c$. In Lean, `ht` is the tracelessness, and the two bullets are the two directions.

```lean
/-- The product `(a·σ)(b·σ)(c·σ)` is of the form `d·σ` for some complex vector `d` exactly when the
triple product `a·(b × c)` vanishes. -/
theorem triple_product_is_vector_iff (a b c : Fin 3 → ℂ) :
    (∃ d, pauliVec a * pauliVec b * pauliVec c = pauliVec d) ↔ a ⬝ᵥ (b ⨯₃ c) = 0 := by
  have ht : ∀ v, (pauliVec v).trace = 0 := by
    intro v
    rw [pauliVec_eq]
    simp [Matrix.trace_fin_two]
  constructor
  · rintro ⟨d, h⟩
    -- the trace sees only the scalar part
    rw [triple_product] at h
    have h2 := congrArg Matrix.trace h
    rw [Matrix.trace_add, Matrix.trace_smul, ht, ht, Matrix.trace_one, add_zero] at h2
    simpa [Complex.I_ne_zero] using h2
  · intro h
    exact ⟨_, by rw [triple_product, h, mul_zero, zero_smul, zero_add]⟩
```

Q: How does the half turn come out of this?

A: Put the same vector $n$ on both sides of $a$. The scalar part $i\,n\cdot(a\times n)$ vanishes, and the vector part is $(a\cdot n)n - (n\cdot n)a + (n\cdot a)n$. Hence

$$(n\cdot\sigma)(a\cdot\sigma)(n\cdot\sigma) = \big(2(n\cdot a)n - (n\cdot n)a\big)\cdot\sigma .$$

The lemma `dot_cross_self` removes the scalar, and `module` collects the two equal terms.

```lean
/-- For any complex vectors `n` and `a`, the product `(n·σ)(a·σ)(n·σ)` equals `v·σ` for the vector
`v = 2(n·a)n - (n·n)a`. -/
theorem sandwich (n a : Fin 3 → ℂ) :
    pauliVec n * pauliVec a * pauliVec n =
      pauliVec ((2 * (n ⬝ᵥ a)) • n - (n ⬝ᵥ n) • a) := by
  -- the scalar part has a repeated vector and vanishes
  rw [triple_product, dot_cross_self, mul_zero, zero_smul, zero_add, dotProduct_comm a n]
  congr 1
  module
```

If $n\cdot n = 1$, the vector on the right is `halfTurn n a`.

```lean
/-- If `n·n = 1`, then `(n·σ)(a·σ)(n·σ) = (2(n·a)n - a)·σ`. -/
theorem sandwich_unit (n a : Fin 3 → ℂ) (hn : n ⬝ᵥ n = 1) :
    pauliVec n * pauliVec a * pauliVec n = pauliVec (halfTurn n a) := by
  rw [sandwich, hn, one_smul, halfTurn]
```

Q: Is the normalisation really needed, or is it there for convenience?

A: It is equivalent to the formula, even when the formula is known for only one nonzero $a$. Compare the general sandwich with the half-turn expression. Since equal operators have equal vectors, $2(n\cdot a)n - (n\cdot n)a = 2(n\cdot a)n - a$, so $(n\cdot n - 1)a = 0$, and $a\neq0$ forces $n\cdot n = 1$. For $a = 0$ both sides are zero whatever $n$ is, so that case says nothing about $n$. The Lean proof uses `pauliVec_injective` for the comparison and `h0` for the last equation.

```lean
/-- For a nonzero vector `a`, the formula `(n·σ)(a·σ)(n·σ) = (2(n·a)n - a)·σ` holds exactly
when `n·n = 1`. -/
theorem sandwich_eq_halfTurn_iff (n a : Fin 3 → ℂ) (ha : a ≠ 0) :
    pauliVec n * pauliVec a * pauliVec n = pauliVec (halfTurn n a) ↔ n ⬝ᵥ n = 1 := by
  constructor
  · intro h
    rw [sandwich] at h
    have h' := pauliVec_injective h
    rw [halfTurn] at h'
    have h0 : (n ⬝ᵥ n - 1) • a = 0 := by
      rw [sub_smul, one_smul, sub_eq_zero]
      exact sub_right_inj.mp h'
    exact sub_eq_zero.mp ((smul_eq_zero.mp h0).resolve_right ha)
  · exact sandwich_unit n a
```

Q: A rotation should also preserve angles.

A: If $n\cdot n = 1$, the dot product of any two vectors is preserved:

$$\big(2(n\cdot a)n - a\big)\cdot\big(2(n\cdot b)n - b\big) = 4(n\cdot a)(n\cdot b) - 4(n\cdot a)(n\cdot b) + a\cdot b = a\cdot b .$$

The code expands the product in the same way, inserts `hn`, and lets `ring` cancel the terms. If $n$, $a$ and $b$ are all real, this gives lengths and angles. For complex $n$ only the bilinear product is guaranteed to be preserved, and the Hermitian length can grow, as in the example above.

```lean
/-- If `n·n = 1`, the map `a ↦ 2(n·a)n - a` preserves the dot product of any two complex
vectors. -/
theorem halfTurn_dotProduct (n a b : Fin 3 → ℂ) (hn : n ⬝ᵥ n = 1) :
    halfTurn n a ⬝ᵥ halfTurn n b = a ⬝ᵥ b := by
  simp only [halfTurn, sub_dotProduct, dotProduct_sub, smul_dotProduct, dotProduct_smul,
    smul_eq_mul, hn]
  rw [dotProduct_comm a n]
  ring

end

end PauliTripleProduct
```

```lean
#print axioms PauliTripleProduct.triple_product_sub_reverse
#print axioms PauliTripleProduct.triple_product_is_vector_iff
#print axioms PauliTripleProduct.sandwich_eq_halfTurn_iff
#print axioms PauliTripleProduct.halfTurn_dotProduct
```

```
'PauliTripleProduct.triple_product_sub_reverse' depends on axioms: [propext, Classical.choice, Quot.sound]
'PauliTripleProduct.triple_product_is_vector_iff' depends on axioms: [propext, Classical.choice, Quot.sound]
'PauliTripleProduct.sandwich_eq_halfTurn_iff' depends on axioms: [propext, Classical.choice, Quot.sound]
'PauliTripleProduct.halfTurn_dotProduct' depends on axioms: [propext, Classical.choice, Quot.sound]
```

Q: My remaining doubt is about the laboratory. A pulse acts on a spin through a unitary operator, and I see none here.

A: There is one, up to a phase, though the Lean code does not state it. For a real unit vector $n$, the matrix $n\cdot\sigma$ is Hermitian and $(n\cdot\sigma)^2 = I$, so it is unitary, and the rotation operator for angle $\pi$ is $U = e^{-i\pi n\cdot\sigma/2} = -i\,n\cdot\sigma$. Its phase cancels in $U(a\cdot\sigma)U^\dagger$, which leaves the sandwich. The result thus describes how an ideal resonant $\pi$ pulse, as in a spin echo, turns the mean spin vector of a single spin one-half in the rotating frame; relaxation and pulse errors are absent from the model.

Q: And $(\sigma\cdot p)V(\sigma\cdot p)$ from relativistic electronic structure, with $p$ the momentum operator and $V$ a potential?

A: The theorems do not cover it, because they take complex numbers as components, and the components of $p$ are operators that do not commute with $V$. A scalar potential also carries no Pauli matrix, so only two spin factors occur. The rule for $\sigma_j\sigma_k$ still applies if the operator order is kept, and it gives $(\sigma\cdot p)V(\sigma\cdot p) = p\cdot Vp + i\sigma\cdot(p\times Vp)$, where each $p$ acts on everything to its right.
